# Aitken extrapolation of two-level power-iteration energies can fall below the ground energy

Take a two-level system with ground energy $E$ and gap $g>0$, and three successive energies

$$E_j = E + g\,\frac{u q^j}{1+u q^j},\qquad j=k,\,k+1,\,k+2,$$

with $u,q>0$ and $q\neq1$. Here $uq^j$ is the ratio of excited-state to ground-state weight after $j$ steps of power iteration. If $y=u q^{k+1}\neq 1$, their Aitken extrapolation is exactly

$$A_k = E - \frac{g\,y^2}{1-y^2}.$$

For $y<1$ this lies strictly below $E$. The first three energies ($k=0$) give $E-gq^2u^2/(1-q^2u^2)$.

## Where the energies come from

Power iteration applies $\sigma-H$ repeatedly to a start vector. In the eigenbasis $H=\mathrm{diag}(E,E+g)$, so a real start vector $(a,b)$ becomes

$$\big((\sigma-E)^k a,\ (\sigma-E-g)^k b\big).$$

For $a\neq0$ and $\sigma\neq E$, the ratio of excited to ground weight is $u q^k$, with

$$u=\left(\frac ba\right)^2,\qquad q=\left(\frac{\sigma-E-g}{\sigma-E}\right)^2.$$

After normalisation the excited state has probability $uq^k/(1+uq^k)$, and the Rayleigh quotient is $E$ plus $g$ times this probability, which is $E_k$. The condition $y<1$ says that the middle iterate has ground-state probability above one half.

Every Rayleigh quotient is at least $E$, but the extrapolated number is not a Rayleigh quotient of any iterate. Even in this two-level model, then, an Aitken-extrapolated power-iteration energy cannot be relied on as a variational upper bound.

## Derivation

Aitken extrapolation is

$$A_k=E_k-\frac{(E_{k+1}-E_k)^2}{E_{k+2}-2E_{k+1}+E_k}.$$

Put $x=uq^k$, so $y=xq$. Since $E_k=E+g-g/(1+x)$,

$$E_{k+1}-E_k=-\frac{g x(1-q)}{(1+x)(1+xq)},\qquad
E_{k+2}-E_{k+1}=-\frac{g xq(1-q)}{(1+xq)(1+xq^2)}.$$

Subtracting the first from the second and using $1+xq^2-q(1+x)=(1-q)(1-xq)$ gives the second difference

$$\frac{g x(1-q)^2(1-xq)}{(1+x)(1+xq)(1+xq^2)}.$$

It is nonzero because $q\ne1$ and $y\neq1$. In the quotient the factor $(1-q)^2$ cancels:

$$A_k-E=\frac{gx}{1+x}\left[1-\frac{1+xq^2}{1-x^2q^2}\right]
=\frac{gx}{1+x}\cdot\frac{-xq^2(1+x)}{1-x^2q^2}=-\frac{g y^2}{1-y^2}.$$

For $y<1$ the right side is negative. For $y>1$ it equals $g y^2/(y^2-1)>g$, so $A_k$ lies above the excited level.

When $y<1$, extrapolation beats the last energy used if

$$\frac{g x^2q^2}{1-x^2q^2}<\frac{g xq^2}{1+xq^2}.$$

Dividing by $gxq^2$ and clearing the positive denominators turns this into $x+2y^2<1$, and each step can be reversed.

## Numbers, and a start vector that is too excited

Let $E=0$, $g=1$, $u=1$, $q=\tfrac12$. The energies are $\tfrac12,\tfrac13,\tfrac15$, with first difference $-\tfrac16$ and second difference $\tfrac1{30}$. Hence $A_0=\tfrac12-\tfrac{30}{36}=-\tfrac13$, which is further from zero than the last energy $\tfrac15$; indeed $x+2y^2=\tfrac32$. One step later the energies are $\tfrac13,\tfrac15,\tfrac19$ and $A_1=-\tfrac1{15}$. This is still below the ground energy, but closer to it than $\tfrac19$.

Without the condition $y<1$, the conclusion $A_k<E$ can fail. With $u=4$ and the other values unchanged, $y=2$ at $k=0$. The energies $\tfrac45,\tfrac23,\tfrac12$ decrease towards zero, yet they extrapolate to $\tfrac43$, above the excited level.

## Reading the formal statement

`hamiltonian E g` is the diagonal matrix, with index `0` for the ground state and `1` for the excited state. `powerVector` is the unnormalised iterate, and `rayleigh` divides by the squared norm. `energy E g u q k` is $E_k$, and `aitken` takes three energies in order of iteration; its arguments `x y z` are not the weight ratios $x$ and $y$ of the derivation.

The theorem `aitken_energy` states both that the second difference is nonzero and that the closed formula holds. It asks for $q\ne1$, not $q<1$, so it also includes iterations that drift towards the excited state.

The final theorem, `power_iteration_aitken_below`, speaks only of the matrix iteration. Its hypothesis `h` compares the two squared components of the middle iterate. The hypothesis `hg` makes the gap positive, and the remaining ones exclude degenerate runs:

- `hb` requires an excited component in the start vector.
- `hσ` excludes the shift that removes this component in one step, $q=0$.
- `hmid` excludes the midpoint shift, $q=1$, at which the ratio of the amplitudes' magnitudes stays fixed, so that the energy never changes.

The model has two levels, real amplitudes and no rounding or sampling noise. A third level would add further terms to the energies, and the closed formula is not claimed for that case.

## The complete file

In Lean 4 with Mathlib:

```lean
import Mathlib

open Matrix

namespace AitkenPowerIteration

noncomputable section

/-- The two-level Hamiltonian with energies `E` and `E + g`, in its eigenbasis. -/
def hamiltonian (E g : ℝ) : Matrix (Fin 2) (Fin 2) ℝ := !![E, 0; 0, E + g]

/-- The unnormalised power iterate `(σ - H)^k v` of the start vector `v = (a, b)`. -/
def powerVector (E g σ a b : ℝ) (k : ℕ) : Fin 2 → ℝ :=
  ((σ • (1 : Matrix (Fin 2) (Fin 2) ℝ) - hamiltonian E g) ^ k) *ᵥ ![a, b]

/-- The Rayleigh quotient of a real vector `v ≠ 0`. -/
def rayleigh (H : Matrix (Fin 2) (Fin 2) ℝ) (v : Fin 2 → ℝ) : ℝ :=
  (v ⬝ᵥ (H *ᵥ v)) / (v ⬝ᵥ v)

/-- The two-level energy after `k` steps, for `1 + u q^k ≠ 0`. -/
def energy (E g u q : ℝ) (k : ℕ) : ℝ := E + g * (u * q ^ k) / (1 + u * q ^ k)

/-- Aitken extrapolation of three numbers with second difference `z - 2y + x ≠ 0`. -/
def aitken (x y z : ℝ) : ℝ := x - (y - x) ^ 2 / (z - 2 * y + x)

/-- Each power step multiplies the two amplitudes by `σ - E` and `σ - (E + g)`. -/
theorem powerVector_eq (E g σ a b : ℝ) (k : ℕ) :
    powerVector E g σ a b k = ![(σ - E) ^ k * a, (σ - (E + g)) ^ k * b] := by
  unfold powerVector
  induction k with
  | zero => simp
  | succ n ih =>
    rw [pow_succ', ← Matrix.mulVec_mulVec, ih]
    ext i
    fin_cases i <;>
      simp [hamiltonian, Matrix.mulVec, dotProduct, Fin.sum_univ_two, Matrix.one_apply] <;> ring

private lemma weight_ratio (a b s r : ℝ) (k : ℕ) :
    (b / a) ^ 2 * ((r / s) ^ 2) ^ k = (r ^ k * b) ^ 2 / (s ^ k * a) ^ 2 := by
  simp only [div_pow, div_mul_div_comm]
  congr 1 <;> ring

private lemma rayleigh_pair (E g A B : ℝ) (hA : A ≠ 0) :
    rayleigh (hamiltonian E g) ![A, B]
      = E + g * (B ^ 2 / A ^ 2) / (1 + B ^ 2 / A ^ 2) := by
  have e : rayleigh (hamiltonian E g) ![A, B]
      = (E * A ^ 2 + (E + g) * B ^ 2) / (A ^ 2 + B ^ 2) := by
    unfold rayleigh
    congr 1 <;>
      simp [hamiltonian, Matrix.mulVec, dotProduct, Fin.sum_univ_succ] <;> ring
  have hAB : A ^ 2 + B ^ 2 ≠ 0 := by positivity
  have h1 : 1 + B ^ 2 / A ^ 2 = (A ^ 2 + B ^ 2) / A ^ 2 := by field_simp
  rw [e, h1]
  field_simp
  ring

/-- If the start vector has a ground-state component and the shift `σ` differs from `E`, the
Rayleigh quotients of power iteration follow the two-level formula, with `u` the initial ratio
of weights and `q` the squared ratio of the eigenvalues of `σ - H`. -/
theorem rayleigh_powerVector (E g σ a b : ℝ) (k : ℕ) (ha : a ≠ 0) (hs : σ - E ≠ 0) :
    rayleigh (hamiltonian E g) (powerVector E g σ a b k)
      = energy E g ((b / a) ^ 2) (((σ - (E + g)) / (σ - E)) ^ 2) k := by
  unfold energy
  rw [powerVector_eq, rayleigh_pair _ _ _ _ (mul_ne_zero (pow_ne_zero k hs) ha), weight_ratio]

/-- For positive `u` and `q`, the first and second differences of successive energies factor. -/
theorem energy_differences (E g u q : ℝ) (k : ℕ) (hu : 0 < u) (hq : 0 < q) :
    energy E g u q (k + 1) - energy E g u q k
        = -(g * (u * q ^ k) * (1 - q)) / ((1 + u * q ^ k) * (1 + u * q ^ k * q)) ∧
    energy E g u q (k + 2) - 2 * energy E g u q (k + 1) + energy E g u q k
        = g * (u * q ^ k) * (1 - q) ^ 2 * (1 - u * q ^ k * q)
          / ((1 + u * q ^ k) * (1 + u * q ^ k * q) * (1 + u * q ^ k * q ^ 2)) := by
  have hx : 0 < u * q ^ k := by positivity
  have e1 : u * q ^ (k + 1) = u * q ^ k * q := by ring
  have e2 : u * q ^ (k + 2) = u * q ^ k * q ^ 2 := by ring
  unfold energy
  rw [e1, e2]
  generalize u * q ^ k = x at *
  have h0 : 1 + x ≠ 0 := by positivity
  have h1 : 1 + x * q ≠ 0 := by positivity
  have h2 : 1 + x * q ^ 2 ≠ 0 := by positivity
  constructor
  · field_simp
    ring
  · field_simp
    ring

/-- For positive `g`, `u`, `q` with `q ≠ 1` and `u q^(k+1) ≠ 1`, the Aitken denominator of three
successive energies is nonzero and the extrapolated energy is `E - g y²/(1 - y²)`, where
`y = u q^(k+1)`. -/
theorem aitken_energy (E g u q : ℝ) (k : ℕ) (hg : 0 < g) (hu : 0 < u) (hq : 0 < q)
    (hq1 : q ≠ 1) (hy : u * q ^ (k + 1) ≠ 1) :
    energy E g u q (k + 2) - 2 * energy E g u q (k + 1) + energy E g u q k ≠ 0 ∧
    aitken (energy E g u q k) (energy E g u q (k + 1)) (energy E g u q (k + 2))
      = E - g * (u * q ^ (k + 1)) ^ 2 / (1 - (u * q ^ (k + 1)) ^ 2) := by
  obtain ⟨d1, d2⟩ := energy_differences E g u q k hu hq
  have hx : 0 < u * q ^ k := by positivity
  have e1 : u * q ^ (k + 1) = u * q ^ k * q := by ring
  rw [e1] at hy
  unfold aitken
  rw [d1, d2, e1]
  unfold energy
  generalize u * q ^ k = x at *
  have h0 : 1 + x ≠ 0 := by positivity
  have h1 : 1 + x * q ≠ 0 := by positivity
  have h2 : 1 + x * q ^ 2 ≠ 0 := by positivity
  have h3 : 1 - q ≠ 0 := sub_ne_zero.2 hq1.symm
  have h4 : 1 - x * q ≠ 0 := sub_ne_zero.2 hy.symm
  have hgx : g * x ≠ 0 := by positivity
  refine ⟨div_ne_zero (mul_ne_zero (mul_ne_zero hgx (pow_ne_zero 2 h3)) h4)
    (mul_ne_zero (mul_ne_zero h0 h1) h2), ?_⟩
  -- the factor (1 - q)² cancels between numerator and denominator
  have h5 : 1 - (x * q) ^ 2 = (1 - x * q) * (1 + x * q) := by ring
  rw [h5]
  field_simp
  ring

/-- For positive `g`, `u`, `q` with `q ≠ 1` and `u q^(k+1) < 1`, the extrapolated energy lies
strictly below the ground energy `E`. -/
theorem aitken_below_ground (E g u q : ℝ) (k : ℕ) (hg : 0 < g) (hu : 0 < u) (hq : 0 < q)
    (hq1 : q ≠ 1) (hy : u * q ^ (k + 1) < 1) :
    aitken (energy E g u q k) (energy E g u q (k + 1)) (energy E g u q (k + 2)) < E := by
  rw [(aitken_energy E g u q k hg hu hq hq1 hy.ne).2]
  have hp : 0 < u * q ^ (k + 1) := by positivity
  have hd : 0 < 1 - (u * q ^ (k + 1)) ^ 2 := by nlinarith
  have := div_pos (mul_pos hg (pow_pos hp 2)) hd
  linarith

/-- For positive `g`, `u`, `q` with `q ≠ 1` and `u q^(k+1) > 1`, the extrapolated energy lies
strictly above the excited level `E + g`. -/
theorem aitken_above_excited (E g u q : ℝ) (k : ℕ) (hg : 0 < g) (hu : 0 < u) (hq : 0 < q)
    (hq1 : q ≠ 1) (hy : 1 < u * q ^ (k + 1)) :
    E + g < aitken (energy E g u q k) (energy E g u q (k + 1)) (energy E g u q (k + 2)) := by
  rw [(aitken_energy E g u q k hg hu hq hq1 hy.ne').2]
  have hd : 1 - (u * q ^ (k + 1)) ^ 2 < 0 := by nlinarith
  have : g * (u * q ^ (k + 1)) ^ 2 / (1 - (u * q ^ (k + 1)) ^ 2) < -g := by
    rw [div_lt_iff_of_neg hd]
    linarith
  linarith

/-- For positive `g`, `u`, `q` with `q ≠ 1` and `u q^(k+1) < 1`, extrapolation has a smaller
error than the last energy used exactly when `u q^k + 2 (u q^(k+1))² < 1`. -/
theorem aitken_improves_iff (E g u q : ℝ) (k : ℕ) (hg : 0 < g) (hu : 0 < u) (hq : 0 < q)
    (hq1 : q ≠ 1) (hy : u * q ^ (k + 1) < 1) :
    |aitken (energy E g u q k) (energy E g u q (k + 1)) (energy E g u q (k + 2)) - E|
        < |energy E g u q (k + 2) - E|
      ↔ u * q ^ k + 2 * (u * q ^ (k + 1)) ^ 2 < 1 := by
  have hb := aitken_below_ground E g u q k hg hu hq hq1 hy
  have hx : 0 < u * q ^ k := by positivity
  have hE : 0 < energy E g u q (k + 2) - E := by
    unfold energy
    rw [add_sub_cancel_left]
    positivity
  rw [abs_of_neg (sub_neg.2 hb), abs_of_pos hE,
    (aitken_energy E g u q k hg hu hq hq1 hy.ne).2]
  unfold energy
  have e1 : u * q ^ (k + 1) = u * q ^ k * q := by ring
  have e2 : u * q ^ (k + 2) = u * q ^ k * q ^ 2 := by ring
  rw [e1] at hy
  rw [e1, e2]
  clear hb hE e1 e2
  generalize u * q ^ k = x at *
  have h1 : 0 < 1 - x * q := sub_pos.2 hy
  have h2 : 0 < 1 + x * q := by positivity
  have h3 : 0 < 1 + x * q ^ 2 := by positivity
  have h5 : 1 - (x * q) ^ 2 = (1 - x * q) * (1 + x * q) := by ring
  have hc : 0 < g * x * q ^ 2 / ((1 + x * q ^ 2) * ((1 - x * q) * (1 + x * q))) := by
    positivity
  -- the difference of the two errors is a positive multiple of 1 - x - 2 (x q)²
  have key : (E + g * (x * q ^ 2) / (1 + x * q ^ 2) - E)
      - -(E - g * (x * q) ^ 2 / (1 - (x * q) ^ 2) - E)
      = g * x * q ^ 2 / ((1 + x * q ^ 2) * ((1 - x * q) * (1 + x * q)))
        * (1 - (x + 2 * (x * q) ^ 2)) := by
    rw [h5]
    have n1 := h1.ne'
    have n2 := h2.ne'
    have n3 := h3.ne'
    field_simp
    ring
  rw [← sub_pos, key, mul_pos_iff_of_pos_left hc, sub_pos]

/-- Power iteration with `σ - H` on a two-level system with gap `g > 0`: let the start vector
have an excited component and let `σ` be neither `E + g` nor the midpoint `E + g/2`. If the
middle of three successive iterates has more ground-state than excited-state weight, Aitken
extrapolation of their Rayleigh quotients falls strictly below the ground energy. -/
theorem power_iteration_aitken_below (E g σ a b : ℝ) (k : ℕ) (hg : 0 < g) (hb : b ≠ 0)
    (hσ : σ ≠ E + g) (hmid : σ ≠ E + g / 2)
    (h : (powerVector E g σ a b (k + 1) 1) ^ 2 < (powerVector E g σ a b (k + 1) 0) ^ 2) :
    aitken (rayleigh (hamiltonian E g) (powerVector E g σ a b k))
      (rayleigh (hamiltonian E g) (powerVector E g σ a b (k + 1)))
      (rayleigh (hamiltonian E g) (powerVector E g σ a b (k + 2))) < E := by
  rw [powerVector_eq] at h
  change ((σ - (E + g)) ^ (k + 1) * b) ^ 2 < ((σ - E) ^ (k + 1) * a) ^ 2 at h
  have hpos : 0 < ((σ - E) ^ (k + 1) * a) ^ 2 := lt_of_le_of_lt (sq_nonneg _) h
  -- dominance of the ground state forces a ≠ 0 and σ ≠ E
  have ha : a ≠ 0 := by
    rintro rfl
    simp at hpos
  have hs : σ - E ≠ 0 := by
    intro h0
    rw [h0] at hpos
    simp at hpos
  have hr : σ - (E + g) ≠ 0 := sub_ne_zero.2 hσ
  rw [rayleigh_powerVector _ _ _ _ _ _ ha hs, rayleigh_powerVector _ _ _ _ _ _ ha hs,
    rayleigh_powerVector _ _ _ _ _ _ ha hs]
  apply aitken_below_ground _ _ _ _ _ hg
  · exact lt_of_le_of_ne (sq_nonneg _) (pow_ne_zero 2 (div_ne_zero hb ha)).symm
  · exact lt_of_le_of_ne (sq_nonneg _) (pow_ne_zero 2 (div_ne_zero hr hs)).symm
  · intro hq
    rw [div_pow, div_eq_one_iff_eq (pow_ne_zero 2 hs)] at hq
    have hz : g * (σ - (E + g / 2)) = 0 := by linear_combination (-1 / 2) * hq
    exact (mul_ne_zero hg.ne' (sub_ne_zero.2 hmid)) hz
  · rw [weight_ratio]
    exact (div_lt_one hpos).2 h

end

end AitkenPowerIteration
```

```lean
#print axioms AitkenPowerIteration.aitken_above_excited
#print axioms AitkenPowerIteration.aitken_improves_iff
#print axioms AitkenPowerIteration.power_iteration_aitken_below
```

```
'AitkenPowerIteration.aitken_above_excited' depends on axioms: [propext, Classical.choice, Quot.sound]
'AitkenPowerIteration.aitken_improves_iff' depends on axioms: [propext, Classical.choice, Quot.sound]
'AitkenPowerIteration.power_iteration_aitken_below' depends on axioms: [propext, Classical.choice, Quot.sound]
```

## How the lemmas fit together

`powerVector_eq` finds the iterate by induction on $k$, splitting off one factor of $\sigma-H$ at each step. `rayleigh_pair` evaluates the Rayleigh quotient of a vector with nonzero ground component, and `weight_ratio` identifies $uq^k$ with the ratio of squared amplitudes. Together they give `rayleigh_powerVector`, the two-level energy formula.

`energy_differences` proves the two factored differences. Its `generalize` step replaces $uq^k$ by a single variable $x$, as in the derivation; `field_simp` then clears denominators and `ring` checks the polynomial identity. `aitken_energy` substitutes these differences, obtains the nonzero denominator from its factors, and splits $1-y^2$ into $(1-y)(1+y)$ before simplifying.

`aitken_below_ground` and `aitken_above_excited` read off the sign. In the second, `div_lt_iff_of_neg` reverses the inequality because $1-y^2$ is negative. For `aitken_improves_iff`, the identity `key` writes the last energy's error minus the extrapolation error as a positive factor times $1-(x+2y^2)$, which gives both directions at once.

The final theorem first deduces $a\neq0$ and $\sigma\neq E$ from `h`, since the ground component of the middle iterate must be nonzero. It then rewrites the three Rayleigh quotients as two-level energies and applies `aitken_below_ground`. The remaining goals are $u>0$, $q>0$, $q\neq1$ and $y<1$, which follow from `hb`, `hσ`, `hmid` and `h` respectively.
